# A linear recurrence Σ_{j=0}^{N} a_j x(n+j) = 0 with N ≥ 1 and |a_0| ≥ |a_N| > 0 has a solution that does not tend to zero

Suppose a simulation advances some quantity by a time-symmetric multistep formula, and small errors persist from step to step. Without a criterion for damping, one can keep adjusting the interior coefficients in search of a set that makes every error die out. For linear formulas with constant coefficients, the two end coefficients can already rule out success. If the one multiplying the oldest value is at least as large in modulus as the one multiplying the newest, some error survives. Palindromic coefficients, which read the same in both directions, always fall under this condition.

```lean
import Mathlib

open Polynomial Filter Topology

namespace UndampedRecurrence

noncomputable section
```

## Errors as solutions of the recurrence

Let N be the order of the recurrence, a_0, …, a_N its complex coefficients, and x(n) the value at time step n. The recurrence is

Σ_{j=0}^{N} a_j x(n+j) = 0  for every n ≥ 0.

The difference of two solutions is again a solution. An error made once, with exact arithmetic afterwards, therefore evolves by this same equation, also when the original formula has a fixed source term on the right-hand side.

In Lean the coefficients are a function `a : ℕ → ℂ`, of which only the entries 0 to N enter, and an error is a complex sequence `x : ℕ → ℂ`. Nonlinear forces, coefficients that change with time and fresh rounding errors at each step are not part of this model.

```lean
/-- The sequence `x` obeys the linear recurrence `∑ a_j x(n+j) = 0`, with `j` from `0` to `N`,
at every time step `n`. -/
def IsSolution (a : ℕ → ℂ) (N : ℕ) (x : ℕ → ℂ) : Prop :=
  ∀ n, ∑ j ∈ Finset.range (N + 1), a j * x (n + j) = 0
```

## Geometric modes and characteristic roots

Collect the coefficients in the characteristic polynomial

p(z) = Σ_{j=0}^{N} a_j z^j.

```lean
/-- The characteristic polynomial `∑ a_j z^j` of the recurrence. -/
def charPoly (a : ℕ → ℂ) (N : ℕ) : ℂ[X] :=
  ∑ j ∈ Finset.range (N + 1), C (a j) * X ^ j
```

Its coefficient of z^k is a_k for k ≤ N and zero above. This lemma later supplies the degree, the leading coefficient and the constant term.

```lean
/-- The coefficients of the characteristic polynomial are those of the recurrence. -/
theorem charPoly_coeff (a : ℕ → ℂ) (N k : ℕ) :
    (charPoly a N).coeff k = if k ≤ N then a k else 0 := by
  simp [charPoly, Polynomial.finsetSum_coeff, coeff_C_mul, coeff_X_pow]
```

Try a geometric sequence x(n) = zⁿ, called a mode. Substitution gives

Σ_j a_j z^(n+j) = zⁿ p(z).

If p(z) = 0, the right-hand side vanishes for every n, so the mode is a solution. Conversely, if the mode is a solution, the equation at n = 0 reads p(z) = 0. The Lean proof follows the same two steps: it factors zⁿ out of the sum for the first direction and evaluates the hypothesis at 0 for the second.

```lean
/-- The geometric sequence `z^n` solves the recurrence exactly when `z` is a root of the
characteristic polynomial. -/
theorem mode_iff (a : ℕ → ℂ) (N : ℕ) (z : ℂ) :
    IsSolution a N (fun n => z ^ n) ↔ (charPoly a N).eval z = 0 := by
  have he : (charPoly a N).eval z = ∑ j ∈ Finset.range (N + 1), a j * z ^ j := by
    rw [charPoly, ← coe_evalRingHom, map_sum]
    simp
  rw [he]
  constructor
  · intro h
    simpa using h 0
  · intro h n
    have hs : ∑ j ∈ Finset.range (N + 1), a j * z ^ (n + j)
        = z ^ n * ∑ j ∈ Finset.range (N + 1), a j * z ^ j := by
      rw [Finset.mul_sum]
      exact Finset.sum_congr rfl fun j _ => by ring
    change ∑ j ∈ Finset.range (N + 1), a j * z ^ (n + j) = 0
    rw [hs, h, mul_zero]
```

## The end coefficients fix the product of the root moduli

Let a_N ≠ 0. Then p has degree N and factorises over the complex numbers as

p(z) = a_N ∏_{i=1}^{N} (z − z_i),

where the roots z_i are repeated according to multiplicity. At z = 0 this becomes

a_0 = a_N ∏_i (−z_i),

and taking moduli removes the signs:

|a_0| = |a_N| ∏_i |z_i|.

The interior coefficients move the roots about but cannot change this product. In Lean, `roots` is a multiset, which keeps the multiplicities. The facts `hd` and `hl` identify the degree and leading coefficient, `key` computes the modulus of the product at zero by induction over the multiset, and `hf` is the factorisation.

```lean
/-- If `a_N ≠ 0`, the modulus of `a_0` is that of `a_N` times the product of the moduli of all
characteristic roots, counted with multiplicity. -/
theorem norm_prod_roots (a : ℕ → ℂ) (N : ℕ) (hN : a N ≠ 0) :
    ‖a 0‖ = ‖a N‖ * ((charPoly a N).roots.map (fun z => ‖z‖)).prod := by
  have hd : (charPoly a N).natDegree = N := le_antisymm
    (natDegree_le_iff_coeff_eq_zero.2 fun k hk => by
      rw [charPoly_coeff, if_neg (by omega)])
    (le_natDegree_of_ne_zero (by rw [charPoly_coeff, if_pos le_rfl]; exact hN))
  have hl : (charPoly a N).leadingCoeff = a N := by
    rw [leadingCoeff, hd, charPoly_coeff, if_pos le_rfl]
  have key : ∀ s : Multiset ℂ,
      ‖((s.map (fun z => X - C z)).prod).eval 0‖ = (s.map (fun z => ‖z‖)).prod := by
    intro s
    induction s using Multiset.induction_on with
    | empty => simp
    | cons z t ih =>
      rw [Multiset.map_cons, Multiset.prod_cons, eval_mul, norm_mul, ih,
        Multiset.map_cons, Multiset.prod_cons]
      simp
  -- factorise over the complex numbers and evaluate at zero
  have hf := C_leadingCoeff_mul_prod_multiset_X_sub_C
    (splits_iff_card_roots.1 (IsAlgClosed.splits (charPoly a N)))
  have h0 : (charPoly a N).eval 0 = a 0 := by
    rw [← coeff_zero_eq_eval_zero, charPoly_coeff, if_pos (Nat.zero_le N)]
  calc ‖a 0‖ = ‖(C (charPoly a N).leadingCoeff *
        ((charPoly a N).roots.map (fun z => X - C z)).prod).eval 0‖ := by rw [hf, h0]
    _ = _ := by rw [eval_mul, eval_C, norm_mul, key, hl]
```

Now suppose that no mode grows, so that |z_i| ≤ 1 for every i, and let w be any one of the roots. Separating its factor from the product gives

|a_0| = |a_N| |w| ∏_{others} |z_i| ≤ |a_N| |w|,

because the remaining factors multiply to at most one. The hypothesis `hall` says that no mode grows, `hprod` bounds the product of the remaining factors, and `Multiset.exists_cons_of_mem` splits off one copy of w.

```lean
/-- If `a_N ≠ 0` and no mode `z^n` grows, then every mode `w^n` satisfies `|a_0| ≤ |a_N| |w|`. -/
theorem mode_norm_bound (a : ℕ → ℂ) (N : ℕ) (hN : a N ≠ 0)
    (hall : ∀ z : ℂ, IsSolution a N (fun n => z ^ n) → ‖z‖ ≤ 1)
    (w : ℂ) (hw : IsSolution a N (fun n => w ^ n)) : ‖a 0‖ ≤ ‖a N‖ * ‖w‖ := by
  have hp : charPoly a N ≠ 0 := by
    intro h
    have hc := charPoly_coeff a N N
    rw [h, if_pos le_rfl, coeff_zero] at hc
    exact hN hc.symm
  have hr : ∀ z, z ∈ (charPoly a N).roots ↔ IsSolution a N (fun n => z ^ n) := fun z => by
    rw [mem_roots hp, IsRoot.def, mode_iff]
  have hprod : ∀ t : Multiset ℂ, (∀ z ∈ t, ‖z‖ ≤ 1) →
      0 ≤ (t.map (fun z => ‖z‖)).prod ∧ (t.map (fun z => ‖z‖)).prod ≤ 1 := by
    intro t
    induction t using Multiset.induction_on with
    | empty => simp
    | cons z t ih =>
      intro ht
      obtain ⟨h0, h1⟩ := ih fun y hy => ht y (Multiset.mem_cons_of_mem hy)
      rw [Multiset.map_cons, Multiset.prod_cons]
      exact ⟨mul_nonneg (norm_nonneg _) h0,
        mul_le_one₀ (ht z (Multiset.mem_cons_self z t)) h0 h1⟩
  -- split off the root `w`; the remaining factors are at most one
  obtain ⟨t, ht⟩ := Multiset.exists_cons_of_mem ((hr w).2 hw)
  have h1 := (hprod t fun z hz => hall z ((hr z).1 (by
    rw [ht]; exact Multiset.mem_cons_of_mem hz))).2
  rw [norm_prod_roots a N hN, ht, Multiset.map_cons, Multiset.prod_cons]
  exact mul_le_mul_of_nonneg_left (mul_le_of_le_one_right (norm_nonneg _) h1) (norm_nonneg _)
```

## One mode has modulus at least one

Let N ≥ 1 and |a_0| ≥ |a_N| > 0, and suppose that every mode had |z| < 1. Since p has positive degree, it has a root w. The previous bound applies and gives

|a_0| ≤ |a_N| |w| < |a_N| ≤ |a_0|,

a contradiction. Hence some mode has |z| ≥ 1. Its values satisfy

|zⁿ| = |z|ⁿ ≥ 1  for every n,

so they cannot tend to zero.

The theorem states this as the existence of a sequence `x` that is a solution and for which `Tendsto x atTop (𝓝 0)` fails. Such a solution may oscillate at constant size or grow. Other solutions may still decay: the palindromic recurrence x(n+2) − (5/2) x(n+1) + x(n) = 0 has the modes 2ⁿ and (1/2)ⁿ. The condition N ≥ 1 is needed, since at N = 0 the equation a_0 x(n) = 0 has only the zero solution.

In the proof, `hmode` is the argument by contradiction, with `nlinarith` closing the chain of inequalities. The lines after it pass to the limit in |zⁿ| ≥ 1 and arrive at 1 ≤ 0.

```lean
/-- If `N ≥ 1` and `|a_0| ≥ |a_N| > 0`, the recurrence has a solution that does not tend
to zero. -/
theorem exists_undamped_solution (a : ℕ → ℂ) (N : ℕ) (h1 : 1 ≤ N)
    (hN : 0 < ‖a N‖) (h0 : ‖a N‖ ≤ ‖a 0‖) :
    ∃ x, IsSolution a N x ∧ ¬ Tendsto x atTop (𝓝 0) := by
  have hN' : a N ≠ 0 := norm_pos_iff.1 hN
  have hmode : ∃ z : ℂ, IsSolution a N (fun n => z ^ n) ∧ 1 ≤ ‖z‖ := by
    by_contra hcon
    push Not at hcon
    have hle : N ≤ (charPoly a N).natDegree :=
      le_natDegree_of_ne_zero (by rw [charPoly_coeff, if_pos le_rfl]; exact hN')
    have hdeg : 0 < (charPoly a N).degree := natDegree_pos_iff_degree_pos.1 (by omega)
    obtain ⟨w, hw⟩ := IsAlgClosed.exists_root (charPoly a N) hdeg.ne'
    have hws := (mode_iff a N w).2 hw
    have hb := mode_norm_bound a N hN' (fun z hz => (hcon z hz).le) w hws
    nlinarith [hcon w hws]
  obtain ⟨z, hz, hz1⟩ := hmode
  refine ⟨fun n => z ^ n, hz, fun ht => ?_⟩
  -- the moduli stay at or above one, so their limit cannot be zero
  have hlim := ht.norm
  rw [norm_zero] at hlim
  have : (1 : ℝ) ≤ 0 := ge_of_tendsto' hlim fun n => by
    rw [norm_pow]; exact one_le_pow₀ hz1
  linarith
```

## Palindromic coefficients and position Verlet

Coefficients are palindromic when a_(N−j) = a_j for 0 ≤ j ≤ N. Reading a stretch of a trajectory backwards then gives a stretch that obeys the same recurrence, which is the form time reversibility takes here. Setting j = 0 gives a_N = a_0, so the two moduli are equal and the theorem applies whenever N ≥ 1 and a_N ≠ 0.

```lean
/-- If `N ≥ 1` and `a_N ≠ 0`, a recurrence with palindromic coefficients `a_0, …, a_N` has a
solution that does not tend to zero. -/
theorem palindromic_undamped (a : ℕ → ℂ) (N : ℕ) (h1 : 1 ≤ N) (hN : a N ≠ 0)
    (hpal : ∀ j ≤ N, a (N - j) = a j) :
    ∃ x, IsSolution a N x ∧ ¬ Tendsto x atTop (𝓝 0) := by
  have h := hpal 0 (Nat.zero_le N)
  rw [Nat.sub_zero] at h
  exact exists_undamped_solution a N h1 (norm_pos_iff.2 hN) (by rw [h])
```

For a harmonic oscillator of frequency ω and time step h, replacing the acceleration by a central difference gives

(x(n+2) − 2x(n+1) + x(n)) / h² = −ω² x(n+1),

which rearranges to the position Verlet recurrence

x(n+2) = (2 − (hω)²) x(n+1) − x(n).

Its coefficients are a_0 = 1, a_1 = (hω)² − 2 and a_2 = 1, a palindrome for all real h and ω. In a program the step is a line such as

`x_new = 2*x - x_old - (h*omega)**2 * x`

and the coefficient −1 in front of `x_old` is what places it under the theorem. For this single linear oscillator, no choice of time step makes position Verlet forget every error.

Friction changes the end coefficients. Adding −γ (x(n+2) − x(n)) / (2h) to the right-hand side of the difference equation, with γ > 0 and h > 0, gives

a_2 = 1 + γh/2,  a_0 = 1 − γh/2.

Now |a_0| < |a_2|, and the obstruction is gone, at the price of the palindrome.

The Lean statement concerns complex sequences. The coefficients here are real, so the real and imaginary parts of the undamped solution each obey the recurrence, and at least one of them fails to tend to zero; this last remark is an argument by hand, not part of the theorem below.

The proof supplies the three coefficients to `palindromic_undamped`, checks the palindrome case by case and rearranges the resulting equation.

```lean
/-- For the harmonic oscillator of frequency `ω`, the position Verlet recurrence with any time
step `h` has a complex solution that does not tend to zero. -/
theorem verlet_undamped (h ω : ℝ) :
    ∃ x : ℕ → ℂ, (∀ n, x (n + 2) = (2 - ((h : ℂ) * ω) ^ 2) * x (n + 1) - x n) ∧
      ¬ Tendsto x atTop (𝓝 0) := by
  obtain ⟨x, hx, hlim⟩ := palindromic_undamped
    (fun j => if j = 1 then ((h : ℂ) * ω) ^ 2 - 2 else 1) 2 (by norm_num) (by norm_num)
    (fun j hj => by interval_cases j <;> simp)
  refine ⟨x, fun n => ?_, hlim⟩
  have hn := hx n
  norm_num [Finset.sum_range_succ] at hn
  linear_combination hn
```

## Stability leaves every mode neutral

An integrator for a stable oscillation is normally also required to keep errors bounded. Suppose that every solution is bounded. A mode with |z| > 1 would be unbounded, so |z| ≤ 1 for all modes. The bound for a non-growing set of modes, together with |a_0| ≥ |a_N| > 0, then gives

|a_N| ≤ |a_0| ≤ |a_N| |z|,

hence |z| ≥ 1, and therefore |z| = 1. Under these hypotheses stability excludes the damping of any mode at all.

Boundedness is assumed, in `hbdd`, and not derived from the coefficients. For the Verlet recurrence it amounts to a restriction on the time step. The proof obtains `hall` from the unbounded growth of powers of a number above one, and then reuses `mode_norm_bound`.

```lean
/-- If `|a_0| ≥ |a_N| > 0` and all solutions are bounded, then every mode `z^n` has
`|z| = 1`. -/
theorem stable_modes_neutral (a : ℕ → ℂ) (N : ℕ) (hN : 0 < ‖a N‖) (h0 : ‖a N‖ ≤ ‖a 0‖)
    (hbdd : ∀ x, IsSolution a N x → ∃ B : ℝ, ∀ n, ‖x n‖ ≤ B)
    (z : ℂ) (hz : IsSolution a N (fun n => z ^ n)) : ‖z‖ = 1 := by
  have hall : ∀ w : ℂ, IsSolution a N (fun n => w ^ n) → ‖w‖ ≤ 1 := by
    intro w hw
    by_contra hcon
    obtain ⟨B, hB⟩ := hbdd _ hw
    obtain ⟨n, hn⟩ := pow_unbounded_of_one_lt B (not_le.1 hcon)
    have hBn : ‖w ^ n‖ ≤ B := hB n
    rw [norm_pow] at hBn
    linarith
  have hb := mode_norm_bound a N (norm_pos_iff.1 hN) hall z hz
  refine le_antisymm (hall z hz) ?_
  by_contra hcon
  nlinarith [not_le.1 hcon]
```

## The threshold cannot be lowered

Take a_N = 1, a_0 = −c and no other terms, with N ≥ 1 and |c| < 1. The recurrence is

x(n+N) = c x(n).

Iterating q times from a starting index r gives

x(r + Nq) = c^q x(r).

Every n can be written as r + Nq with 0 ≤ r < N and q = ⌊n/N⌋, so

|x(n)| ≤ |c|^⌊n/N⌋ Σ_{r=0}^{N−1} |x(r)|.

The sum is a fixed number and the power tends to zero, so every solution decays. Here |a_0|/|a_N| = |c| can be as close to one as desired, so no constant below one could replace the threshold, at any order N ≥ 1.

A ratio below one does not by itself ensure damping. The roots 2 and 1/4 give |a_0|/|a_N| = 1/2 and a growing mode. When every error is required to die out, the end coefficients can therefore serve as a quick test for rejection, but a formula that passes it still needs a further check. One way is to compute the roots. With NumPy this is `np.roots` applied to the coefficients in the order a_N, …, a_0, followed by a check that the largest modulus is below one.

In the proof, `hrec`, `hpow` and `hbound` are the three displayed relations in turn, `hdiv` says that ⌊n/N⌋ grows without limit, and `squeeze_zero_norm` concludes.

```lean
/-- For every order `N ≥ 1` and every `c` with `|c| < 1`, all solutions of the recurrence with
`a_N = 1`, `a_0 = -c` and no other terms tend to zero. -/
theorem damping_below_threshold (N : ℕ) (h1 : 1 ≤ N) (c : ℂ) (hc : ‖c‖ < 1) (x : ℕ → ℂ)
    (hx : IsSolution (fun j => (if j = N then 1 else 0) - (if j = 0 then c else 0)) N x) :
    Tendsto x atTop (𝓝 0) := by
  have hrec : ∀ n, x (n + N) = c * x n := by
    intro n
    have hn := hx n
    simp [sub_mul, Finset.sum_sub_distrib, ite_mul] at hn
    linear_combination hn
  have hpow : ∀ q r, x (r + N * q) = c ^ q * x r := by
    intro q r
    induction q with
    | zero => simp
    | succ q ih =>
      rw [show r + N * (q + 1) = (r + N * q) + N by ring, hrec, ih]
      ring
  -- each step is a power of `c` times one of the `N` starting values
  have hbound : ∀ n, ‖x n‖ ≤ ‖c‖ ^ (n / N) * ∑ r ∈ Finset.range N, ‖x r‖ := by
    intro n
    have hn := hpow (n / N) (n % N)
    rw [Nat.mod_add_div] at hn
    rw [hn, norm_mul, norm_pow]
    exact mul_le_mul_of_nonneg_left
      (Finset.single_le_sum (f := fun r => ‖x r‖) (fun r _ => norm_nonneg _)
        (Finset.mem_range.2 (Nat.mod_lt n h1))) (by positivity)
  have hdiv : Tendsto (fun n : ℕ => n / N) atTop atTop := by
    refine tendsto_atTop.2 fun b => ?_
    filter_upwards [eventually_ge_atTop (b * N)] with n hn
    exact (Nat.le_div_iff_mul_le h1).2 hn
  have hlim := ((tendsto_pow_atTop_nhds_zero_of_lt_one (norm_nonneg c) hc).comp hdiv).mul_const
    (∑ r ∈ Finset.range N, ‖x r‖)
  rw [zero_mul] at hlim
  exact squeeze_zero_norm hbound hlim

end

end UndampedRecurrence
```

```lean
#print axioms UndampedRecurrence.exists_undamped_solution
-- 'UndampedRecurrence.exists_undamped_solution' depends on axioms: [propext, Classical.choice, Quot.sound]
#print axioms UndampedRecurrence.verlet_undamped
-- 'UndampedRecurrence.verlet_undamped' depends on axioms: [propext, Classical.choice, Quot.sound]
#print axioms UndampedRecurrence.stable_modes_neutral
-- 'UndampedRecurrence.stable_modes_neutral' depends on axioms: [propext, Classical.choice, Quot.sound]
#print axioms UndampedRecurrence.damping_below_threshold
-- 'UndampedRecurrence.damping_below_threshold' depends on axioms: [propext, Classical.choice, Quot.sound]
```
